# The relaxation energy of a core hole in a linearly responding medium is half the size of its interaction with the induced polarization

When an X-ray photon removes a core electron, the remaining electrons find themselves in the field of a hole. If they stayed where they were, the binding energy would be that of the frozen configuration. They do not stay: they shift towards the hole, the ion ends up lower in energy, and the binding energy is reduced by the relaxation energy.

How large is this reduction? The interaction between the hole and the displaced electrons is an energy gain, but displacing the electrons costs energy too. If the electrons respond linearly, the cost consumes exactly half of the gain.

## Passive electrons as a set of springs

Describe the passive electrons by finitely many real displacement coordinates, collected in a vector \(x\), with \(x=0\) the configuration before ionization. The coordinates may be amplitudes of orbital distortion or induced dipole components. In the code they are labelled by a finite type `n`, and a displacement is a function `n → ℝ`.

```lean
import Mathlib

open Matrix

namespace CoreHoleRelaxation

noncomputable section

variable {n : Type*} [Fintype n]
```

Two quantities characterize the problem. The real matrix \(K\) is the stiffness of the electrons, and the vector \(b\) is the force coefficient of the core hole, so that the energy at displacement \(x\) is

\[
E(x)=\tfrac12\,x\cdot Kx+b\cdot x .
\]

With this sign convention the mechanical force exerted by the hole is \(-b\). The energy is counted from the frozen ion, hence \(E(0)=0\), and the frozen part of the binding energy does not appear. In Lean, `⬝ᵥ` is the dot product and `*ᵥ` applies a matrix to a vector.

```lean
/-- Energy of the passive electrons at displacement `x`: elastic energy with stiffness `K` plus the
interaction `b · x` with the core hole, which exerts the force `-b`. -/
def energy (K : Matrix n n ℝ) (b x : n → ℝ) : ℝ :=
  (x ⬝ᵥ K *ᵥ x) / 2 + b ⬝ᵥ x
```

The main hypothesis will be `K.PosDef`, which says that \(K\) is symmetric and that \(y\cdot Ky>0\) for every \(y\neq0\). Symmetry holds for any matrix of second derivatives of a smooth energy. Positivity says that the electrons were in a stable configuration before ionization, where every distortion costs energy. The linear term keeps the coupling to the hole to first order in the displacement.

Both \(K\) and \(b\) are given data here, not computed from a Hamiltonian. The model is static, so it describes the ion after its electrons have fully relaxed and says nothing about the motion of the nuclei, shake-up satellites or the time the relaxation takes.

## Relaxed energy and relaxation energy

The relaxed energy is the lowest energy available to the electrons in the presence of the hole,

\[
W(b)=\inf_x E(x).
\]

It is defined as an infimum, without reference to any formula for the minimizer. Lean assigns the value 0 to the infimum of a set of reals that is unbounded below, so the definition has its physical meaning only where the energy is bounded below, as it is in all the theorems that follow.

```lean
/-- The relaxed energy: the infimum of the energy over all displacements, for `K` and `b`
such that the energy is bounded below. -/
def relaxedEnergy (K : Matrix n n ℝ) (b : n → ℝ) : ℝ :=
  ⨅ x, energy K b x
```

The relaxation energy is what the ion gains by leaving the frozen configuration:

\[
R=E(0)-W(b).
\]

It is counted as positive when relaxation lowers the energy of the ion.

```lean
/-- The relaxation energy: the energy of the frozen electrons (`x = 0`) minus the relaxed
energy, for `K` and `b` such that the energy is bounded below. -/
def relaxationEnergy (K : Matrix n n ℝ) (b : n → ℝ) : ℝ :=
  energy K b 0 - relaxedEnergy K b
```

## The polarization that balances the hole

At a stationary point the gradient of \(E\) vanishes. For symmetric \(K\) the gradient is \(Kx+b\), which suggests the induced polarization

\[
x_0=-K^{-1}b .
\]

The code calls this vector `response K b`.

```lean
variable [DecidableEq n]

/-- The vector `x0 = -K⁻¹ b`, for an invertible matrix `K`. It is the induced polarization when `K`
is positive definite. -/
def response (K : Matrix n n ℝ) (b : n → ℝ) : n → ℝ :=
  -(K⁻¹ *ᵥ b)
```

A positive definite matrix has a positive determinant, so \(K\) is invertible and

\[
Kx_0=-KK^{-1}b=-b .
\]

The elastic restoring force \(-Kx_0=b\) thus cancels the force \(-b\) of the hole. In the proof, `hdet` records that the determinant is invertible, and the rewriting then carries out the product \(KK^{-1}=1\).

```lean
/-- For positive definite stiffness, the elastic restoring force at the induced polarization
balances the core-hole force. -/
theorem force_balance {K : Matrix n n ℝ} (hK : K.PosDef) (b : n → ℝ) :
    K *ᵥ response K b = -b := by
  have hdet : IsUnit K.det := isUnit_iff_ne_zero.mpr hK.det_pos.ne'
  rw [response, Matrix.mulVec_neg, Matrix.mulVec_mulVec, Matrix.mul_nonsing_inv _ hdet,
    Matrix.one_mulVec]
```

## Completing the square

To see that \(x_0\) is a minimum, expand the elastic energy of the deviation \(x-x_0\):

\[
(x-x_0)\cdot K(x-x_0)=x\cdot Kx-x\cdot Kx_0-x_0\cdot Kx+x_0\cdot Kx_0 .
\]

Force balance evaluates three of the four terms. The first cross term is \(x\cdot Kx_0=-b\cdot x\). For the second, symmetry moves \(K\) to the other factor, \(x_0\cdot Kx=(Kx_0)\cdot x=-b\cdot x\). The last term is \(x_0\cdot Kx_0=-b\cdot x_0\). Therefore

\[
(x-x_0)\cdot K(x-x_0)=x\cdot Kx+2\,b\cdot x-b\cdot x_0,
\]

and halving and rearranging gives

\[
E(x)=\tfrac12\,b\cdot x_0+\tfrac12\,(x-x_0)\cdot K(x-x_0).
\]

The three evaluations are `h1`, `h2` and `h3` in the proof. Symmetry enters as `hT`, which is used only in `h2`. After the expansion, `linarith` combines the terms.

```lean
/-- For positive definite stiffness, the energy is half the interaction with the induced
polarization plus the elastic energy of the deviation from it. -/
theorem energy_complete_square {K : Matrix n n ℝ} (hK : K.PosDef) (b x : n → ℝ) :
    energy K b x = (b ⬝ᵥ response K b) / 2
      + ((x - response K b) ⬝ᵥ K *ᵥ (x - response K b)) / 2 := by
  have hT : Kᵀ = K := by
    have h := hK.1.eq
    rwa [Matrix.conjTranspose_eq_transpose_of_trivial] at h
  have hF := force_balance hK b
  -- the cross terms agree because the stiffness is symmetric
  have h1 : x ⬝ᵥ K *ᵥ response K b = -(b ⬝ᵥ x) := by
    rw [hF, dotProduct_neg, dotProduct_comm]
  have h2 : response K b ⬝ᵥ K *ᵥ x = -(b ⬝ᵥ x) := by
    rw [Matrix.dotProduct_mulVec, ← Matrix.mulVec_transpose, hT, hF, neg_dotProduct]
  have h3 : response K b ⬝ᵥ K *ᵥ response K b = -(b ⬝ᵥ response K b) := by
    rw [hF, dotProduct_neg, dotProduct_comm]
  simp only [energy, Matrix.mulVec_sub, dotProduct_sub, sub_dotProduct]
  linarith
```

## The minimum and its uniqueness

The first term of the completed square does not depend on \(x\). The second is zero at \(x=x_0\) and strictly positive everywhere else. Hence

\[
\min_x E(x)=E(x_0)=\tfrac12\,b\cdot x_0,
\]

and no other displacement reaches this value.

The theorem states this in two parts. `IsLeast (Set.range (energy K b))` says that \(\tfrac12 b\cdot x_0\) is one of the values taken by the energy and that no value lies below it. The equivalence after it says that the energy equals this number exactly when \(x=x_0\). In the proof, `hmin` evaluates the energy at \(x_0\), and `hlt` is the strict inequality for every other displacement.

```lean
/-- For positive definite stiffness, the minimum of the energy is half the interaction of the
core-hole force with the induced polarization, and only the induced polarization attains it. -/
theorem energy_minimum {K : Matrix n n ℝ} (hK : K.PosDef) (b : n → ℝ) :
    IsLeast (Set.range (energy K b)) ((b ⬝ᵥ response K b) / 2) ∧
      ∀ x, energy K b x = (b ⬝ᵥ response K b) / 2 ↔ x = response K b := by
  have hpos : ∀ y : n → ℝ, y ≠ 0 → 0 < y ⬝ᵥ K *ᵥ y := fun y hy => by
    simpa only [star_trivial] using hK.dotProduct_mulVec_pos hy
  have hmin : energy K b (response K b) = (b ⬝ᵥ response K b) / 2 := by
    rw [energy_complete_square hK, sub_self, zero_dotProduct, zero_div, add_zero]
  -- any deviation from the induced polarization costs elastic energy
  have hlt : ∀ x, x ≠ response K b → (b ⬝ᵥ response K b) / 2 < energy K b x := by
    intro x hx
    have h := hpos _ (sub_ne_zero.mpr hx)
    rw [energy_complete_square hK b x]
    linarith
  refine ⟨⟨⟨response K b, hmin⟩, ?_⟩, fun x => ⟨fun h => ?_, fun h => ?_⟩⟩
  · rintro _ ⟨x, rfl⟩
    by_cases hx : x = response K b
    · rw [hx, hmin]
    · exact (hlt x hx).le
  · by_contra hx
    exact (hlt x hx).ne' h
  · rw [h, hmin]
```

Symmetry is needed for this conclusion, even when the elastic energy is positive. Take two coordinates with

\[
K=\begin{pmatrix}1&1\\-1&1\end{pmatrix},\qquad b=\begin{pmatrix}1\\0\end{pmatrix}.
\]

The off-diagonal entries cancel in the elastic energy, so \(E(x)=\tfrac12(x_1^2+x_2^2)+x_1\), with minimum \(-\tfrac12\) at \((-1,0)\). The formula \(-K^{-1}b\), however, gives \((-\tfrac12,-\tfrac12)\), where the energy is only \(-\tfrac14\). The antisymmetric part of \(K\) is invisible to the energy but spoils the inverse.

## Half the interaction is spent on distortion

Since \(E(0)=0\), the relaxation energy is

\[
R=0-\tfrac12\,b\cdot x_0=-\tfrac12\,b\cdot x_0 .
\]

Taking the dot product of the force balance with \(x_0\) gives \(x_0\cdot Kx_0=-b\cdot x_0\), so also

\[
R=\tfrac12\,x_0\cdot Kx_0 .
\]

The energy balance is now explicit. The interaction with the induced polarization contributes \(b\cdot x_0=-2R\), the distortion of the electrons costs \(+R\), and the net change is \(-R\). The same half appears in polarizable embedding models with a finite number of linearly responding induced dipoles: counting the full interaction of the hole with the change of the dipoles that it causes, without the energy spent on that change, doubles the relaxation shift.

The proof reads the infimum off the minimum already found, which is the step `csInf_eq`, and then uses `force_balance` for the second expression.

```lean
/-- For positive definite stiffness, the relaxation energy is minus half the interaction with
the induced polarization, and it equals the elastic energy stored in that polarization. -/
theorem relaxationEnergy_eq {K : Matrix n n ℝ} (hK : K.PosDef) (b : n → ℝ) :
    relaxationEnergy K b = -(b ⬝ᵥ response K b) / 2 ∧
      relaxationEnergy K b = (response K b ⬝ᵥ K *ᵥ response K b) / 2 := by
  have hmin : relaxedEnergy K b = (b ⬝ᵥ response K b) / 2 :=
    (energy_minimum hK b).1.csInf_eq
  have h0 : energy K b 0 = 0 := by simp [energy]
  have h : relaxationEnergy K b = -(b ⬝ᵥ response K b) / 2 := by
    rw [relaxationEnergy, h0, hmin]
    ring
  refine ⟨h, ?_⟩
  rw [h, force_balance hK, dotProduct_neg, dotProduct_comm]
```

A hole that exerts any force at all must produce some relaxation. If \(x_0\) were zero, force balance would give \(b=-Kx_0=0\). So \(b\neq0\) implies \(x_0\neq0\), and positive definiteness makes the stored energy \(\tfrac12x_0\cdot Kx_0\) strictly positive. The proof follows these two steps, with `hx` for the nonzero polarization and `h` for the positive elastic energy.

```lean
/-- For positive definite stiffness, a nonzero core-hole force gives a strictly positive
relaxation energy. -/
theorem relaxationEnergy_pos {K : Matrix n n ℝ} (hK : K.PosDef) {b : n → ℝ} (hb : b ≠ 0) :
    0 < relaxationEnergy K b := by
  have hx : response K b ≠ 0 := by
    intro h
    have hF := force_balance hK b
    rw [h, Matrix.mulVec_zero] at hF
    exact hb (neg_eq_zero.mp hF.symm)
  have h : 0 < response K b ⬝ᵥ K *ᵥ response K b := by
    simpa only [star_trivial] using hK.dotProduct_mulVec_pos hx
  rw [(relaxationEnergy_eq hK b).2]
  linarith
```

## Switching the hole on gradually

Now let the hole have a fractional charge \(q\), in units of the full hole, so that its force coefficient is \(qb\). The polarization scales with it:

\[
x_0(q)=-K^{-1}(qb)=q\,x_0 .
\]

The relaxed energy is then quadratic in the charge,

\[
W(qb)=\tfrac12\,(qb)\cdot(q\,x_0)=\tfrac12\,q^2\,b\cdot x_0,
\]

and its slope is

\[
\frac{d}{dq}W(qb)=q\,b\cdot x_0=b\cdot x_0(q).
\]

The slope is the interaction of the full force coefficient \(b\) with the polarization present at charge \(q\). The change of the polarization itself contributes nothing to first order, because the energy is stationary there.

In Lean the scaled force is `q • b`, and `HasDerivAt` states that the derivative exists and has the given value. The scaling of the polarization is `hlin`, the quadratic law is `hquad`, and `hd` is the product rule applied to \(q\cdot q\). The theorem holds for every real \(q\), although the physical range runs from 0 to 1.

```lean
/-- For positive definite stiffness and a fractional hole with force coefficient `q b`, the
derivative of the relaxed energy in `q` is the interaction of `b` with the polarization induced by
`q b`. -/
theorem hasDerivAt_relaxedEnergy {K : Matrix n n ℝ} (hK : K.PosDef) (b : n → ℝ) (q : ℝ) :
    HasDerivAt (fun t : ℝ => relaxedEnergy K (t • b)) (b ⬝ᵥ response K (q • b)) q := by
  have hlin : ∀ t : ℝ, response K (t • b) = t • response K b := fun t => by
    rw [response, response, Matrix.mulVec_smul, smul_neg]
  -- the relaxed energy is quadratic in the hole charge
  have hquad : (fun t : ℝ => relaxedEnergy K (t • b))
      = fun t : ℝ => t * t * ((b ⬝ᵥ response K b) / 2) := by
    funext t
    have h : relaxedEnergy K (t • b) = ((t • b) ⬝ᵥ response K (t • b)) / 2 :=
      (energy_minimum hK (t • b)).1.csInf_eq
    rw [h, hlin, smul_dotProduct, dotProduct_smul, smul_eq_mul, smul_eq_mul]
    ring
  have hd : HasDerivAt (fun t : ℝ => t * t * ((b ⬝ᵥ response K b) / 2))
      ((1 * q + q * 1) * ((b ⬝ᵥ response K b) / 2)) q :=
    ((hasDerivAt_id' q).fun_mul (hasDerivAt_id' q)).mul_const _
  rw [hquad, hlin, dotProduct_smul, smul_eq_mul]
  exact hd.congr_deriv (by ring)
```

At half a hole the slope is

\[
\left.\frac{d}{dq}W(qb)\right|_{q=1/2}=\tfrac12\,b\cdot x_0=-R .
\]

One derivative at \(q=\tfrac12\) therefore gives the whole relaxation shift between \(q=0\) and \(q=1\). This is the relaxation part of the half-hole, or transition-state, rule for core-level binding energies, and it is exact here because the model energy is quadratic in the charge. In a self-consistent calculation the total energy generally has higher-order terms in the occupation of the core level, and the rule becomes an approximation. No orbital energies or occupation numbers enter the theorem, only the charge that scales the force.

The proof inserts \(q=\tfrac12\) into the derivative just obtained and compares the result with \(R=-\tfrac12b\cdot x_0\).

```lean
/-- Half-hole rule: for positive definite stiffness, the relaxation energy is minus the slope
of the relaxed energy with respect to the hole charge, taken at half a hole. -/
theorem relaxationEnergy_eq_half_hole {K : Matrix n n ℝ} (hK : K.PosDef) (b : n → ℝ) :
    relaxationEnergy K b = -deriv (fun t : ℝ => relaxedEnergy K (t • b)) (1 / 2) := by
  rw [(hasDerivAt_relaxedEnergy hK b (1 / 2)).deriv, (relaxationEnergy_eq hK b).1]
  have hlin : response K ((1 / 2 : ℝ) • b) = (1 / 2 : ℝ) • response K b := by
    rw [response, response, Matrix.mulVec_smul, smul_neg]
  rw [hlin, dotProduct_smul, smul_eq_mul]
  ring
```

## A stiffer medium has no larger relaxation energy

Finally, compare two media exposed to the same hole, with stiffness matrices \(K\) and \(L\), where \(L\) is at least as stiff in every direction:

\[
x\cdot Kx\le x\cdot Lx\quad\text{for all }x .
\]

Write \(E_K,W_K,R_K\) and \(E_L,W_L,R_L\) for the energies of the two media. The interaction term \(b\cdot x\) is common to both, so \(E_K(x)\le E_L(x)\) at every displacement. Taking the infimum on both sides gives \(W_K(b)\le W_L(b)\), and since both frozen energies are zero,

\[
R_L=-W_L(b)\le -W_K(b)=R_K .
\]

For a single coordinate with stiffness \(k>0\) this is visible in the formula \(R=b^2/(2k)\). In general the comparison assumes that the force coefficient \(b\) is unchanged. Two real environments of an atom may differ in both stiffness and coupling, and then the inequality alone does not order their relaxation energies.

Only \(K\) has to be positive definite. The matrix \(L\) need not even be symmetric, because the argument uses its elastic energy and never its inverse. In the proof, `hbdd` supplies the lower bound on the energy with \(K\), and `ciInf_mono` passes from the pointwise inequality to the infima.

```lean
/-- If `K` is positive definite and `L` gives at least as much elastic energy as `K` at every
displacement, then the relaxation energy with `L` is at most that with `K`. -/
theorem relaxationEnergy_antitone {K L : Matrix n n ℝ} (hK : K.PosDef)
    (hKL : ∀ x : n → ℝ, x ⬝ᵥ K *ᵥ x ≤ x ⬝ᵥ L *ᵥ x) (b : n → ℝ) :
    relaxationEnergy L b ≤ relaxationEnergy K b := by
  have hbdd : BddBelow (Set.range (energy K b)) := ⟨_, (energy_minimum hK b).1.2⟩
  have h : relaxedEnergy K b ≤ relaxedEnergy L b := by
    refine ciInf_mono hbdd fun x => ?_
    have hx := hKL x
    simp only [energy]
    linarith
  have hK0 : energy K b 0 = 0 := by simp [energy]
  have hL0 : energy L b 0 = 0 := by simp [energy]
  rw [relaxationEnergy, relaxationEnergy, hK0, hL0]
  linarith

end

end CoreHoleRelaxation
```

```lean
#print axioms CoreHoleRelaxation.relaxationEnergy_pos
#print axioms CoreHoleRelaxation.relaxationEnergy_eq_half_hole
#print axioms CoreHoleRelaxation.relaxationEnergy_antitone
```

```
'CoreHoleRelaxation.relaxationEnergy_pos' depends on axioms: [propext, Classical.choice, Quot.sound]
'CoreHoleRelaxation.relaxationEnergy_eq_half_hole' depends on axioms: [propext, Classical.choice, Quot.sound]
'CoreHoleRelaxation.relaxationEnergy_antitone' depends on axioms: [propext, Classical.choice, Quot.sound]
```
